# Independent electrons on a half-filled open hopping chain: the ionization energy, measured from the site energy, is zero for odd N and at most πt/(N+1) for even N

## Why does my chain's ionization energy depend on parity?

An open chain of \(N\) identical sites, with hopping \(-t\) between neighbours (\(t>0\)) and site energy zero, holds \(N\) independent electrons. I remove one and hope to extrapolate the cost to the work function of a long chain. Every odd chain gives exactly zero, while the even chains give positive values that shrink slowly. Have I mishandled the chain ends, and how fast do the even values converge?

## Only odd chains have a level at zero

The ends are fine. Number sites and waves from zero, \(j,k=0,\dots,N-1\), and set

\[
\theta_k=\frac{(k+1)\pi}{N+1},\qquad \psi_k(j)=\sin((j+1)\theta_k).
\]

The sine vanishes one site beyond each end, so every site obeys

\[
-t[\sin(j\theta_k)+\sin((j+2)\theta_k)]=-2t\cos\theta_k\,\sin((j+1)\theta_k).
\]

Since \(\psi_k(0)=\sin\theta_k>0\), these are true eigenvectors. The angles increase within \((0,\pi)\), so the energies \(-2t\cos\theta_k\) increase strictly. They are \(N\) distinct eigenvalues of an \(N\times N\) matrix, hence all of them.

With at most two electrons per level, the highest occupied one is \(k=\lfloor(N-1)/2\rfloor\). For odd \(N\), \(\theta_k=\pi/2\) and its energy is \(\varepsilon=0\). For even \(N\), \(\theta_k=\pi/2-x\) with \(x=\pi/(2(N+1))\), so \(\varepsilon=-2t\sin x\). Because \(Nx=\pi/2-x\),

\[
N\varepsilon=-2t\left(\frac{\pi}{2}-x\right)\frac{\sin x}{x}\longrightarrow-\pi t .
\]

Let \(E_0\) and \(E_1\) be the ground energies for \(N-1\) and \(N\) electrons. Fewer than \(N\) spin orbitals lie below \(\varepsilon\), so the \(N\)-electron ground state has an electron at or above \(\varepsilon\). Removing it gives \(E_0\le E_1-\varepsilon\). At least \(N\) spin orbitals lie at or below \(\varepsilon\), so the ion has an empty one there. Filling it gives \(E_1\le E_0+\varepsilon\). Hence \(E_0-E_1=-\varepsilon\), and for even \(N\)

\[
0<E_0-E_1=2t\sin x\le 2tx=\frac{\pi t}{N+1}.
\]

**What the Lean statements say.** `chainH N t` is the hopping matrix, and `spinOrbitals` lists the roots of its characteristic polynomial twice, once per spin. `IsHighestOccupied` is the counting condition just used. `IsGroundEnergy` is the least sum over all choices of `M` spin orbitals, so the ionization energy is a difference of total energies.

`highest_occupied_level` says that, for `1 ≤ N` and `0 < t`, a number is the highest occupied level exactly when it equals the parity formula. `even_chain_limit` gives the limit along `N = 2m`, and `ionization_parity` gives the zero and the bounds. The latter takes the two ground energies as given; `exists_groundEnergy` supplies them whenever there are enough spin orbitals.

Energies are measured from the site energy, so comparison with a vacuum level needs an offset. The model has no electron repulsion, lattice relaxation or surface dipole.

```lean
import Mathlib

open Matrix Filter Topology

namespace ChainWorkFunction

noncomputable section

/-- The Hamiltonian of an open chain of `N` sites with hopping `-t` between neighbours. -/
def chainH (N : ℕ) (t : ℝ) : Matrix (Fin N) (Fin N) ℝ :=
  Matrix.of fun i j => if (i : ℕ) + 1 = j ∨ (j : ℕ) + 1 = i then -t else 0

/-- The phase advance per site of the standing wave number `k`, counted from zero. -/
def angle (N k : ℕ) : ℝ := ((k : ℝ) + 1) * Real.pi / ((N : ℝ) + 1)

/-- The energy of the standing wave number `k`. -/
def level (N : ℕ) (t : ℝ) (k : ℕ) : ℝ := -2 * t * Real.cos (angle N k)

/-- The amplitudes of the standing wave number `k` on the sites of the chain. -/
def orbital (N k : ℕ) : Fin N → ℝ :=
  fun j => Real.sin ((((j : ℕ) + 1 : ℕ) : ℝ) * angle N k)

/-- The spin-orbital energies: the real roots of the characteristic polynomial, listed with
multiplicity, and the whole list taken twice. -/
def spinOrbitals {n : ℕ} (H : Matrix (Fin n) (Fin n) ℝ) : Multiset ℝ :=
  H.charpoly.roots + H.charpoly.roots

/-- `ε` is the highest occupied level for `M` electrons: fewer than `M` spin orbitals lie
below `ε`, and at least `M` lie at or below it. -/
def IsHighestOccupied {n : ℕ} (H : Matrix (Fin n) (Fin n) ℝ) (M : ℕ) (ε : ℝ) : Prop :=
  ((spinOrbitals H).filter (· < ε)).card < M ∧ M ≤ ((spinOrbitals H).filter (· ≤ ε)).card

/-- `E` is the least total energy of `M` independent electrons placed in distinct
spin orbitals. -/
def IsGroundEnergy {n : ℕ} (H : Matrix (Fin n) (Fin n) ℝ) (M : ℕ) (E : ℝ) : Prop :=
  IsLeast {x : ℝ | ∃ c : Multiset ℝ, c ≤ spinOrbitals H ∧ c.card = M ∧ c.sum = x} E

/-- A ground energy exists whenever there are enough spin orbitals for the electrons. -/
theorem exists_groundEnergy {n M : ℕ} (H : Matrix (Fin n) (Fin n) ℝ)
    (hM : M ≤ (spinOrbitals H).card) : ∃ E, IsGroundEnergy H M E := by
  let F := ((Multiset.powersetCard M (spinOrbitals H)).map Multiset.sum).toFinset
  have hF : ∀ x, x ∈ F ↔ ∃ c : Multiset ℝ, c ≤ spinOrbitals H ∧ c.card = M ∧ c.sum = x := by
    intro x
    simp [F, Multiset.mem_powersetCard, and_assoc]
  have hpos : 0 < (Multiset.powersetCard M (spinOrbitals H)).card := by
    rw [Multiset.card_powersetCard]
    exact Nat.choose_pos hM
  obtain ⟨c, hc⟩ := Multiset.card_pos_iff_exists_mem.1 hpos
  have hc' := Multiset.mem_powersetCard.1 hc
  have h : F.Nonempty := ⟨c.sum, (hF _).2 ⟨c, hc'.1, hc'.2, rfl⟩⟩
  exact ⟨F.min' h, (hF _).1 (F.min'_mem h), fun x hx => F.min'_le x ((hF x).2 hx)⟩

/-- For independent electrons, the energy needed to remove one of `M + 1` electrons is
minus the highest occupied level. -/
theorem ionization_eq {n M : ℕ} {H : Matrix (Fin n) (Fin n) ℝ} {ε E₀ E₁ : ℝ}
    (hε : IsHighestOccupied H (M + 1) ε) (h0 : IsGroundEnergy H M E₀)
    (h1 : IsGroundEnergy H (M + 1) E₁) : E₀ - E₁ = -ε := by
  obtain ⟨⟨c, hc, hcard, hsum⟩, hmin⟩ := h1
  obtain ⟨⟨d, hd, dcard, dsum⟩, dmin⟩ := h0
  -- some electron sits at or above `ε`; remove it
  have ha : ∃ x ∈ c, ε ≤ x := by
    by_contra! h
    have h2 := Multiset.card_le_card (Multiset.le_filter.2 ⟨hc, h⟩)
    have h3 := hε.1
    omega
  obtain ⟨x, hx, hxε⟩ := ha
  obtain ⟨c', rfl⟩ := Multiset.exists_cons_of_mem hx
  have l1 : E₀ ≤ c'.sum :=
    dmin ⟨c', (Multiset.le_cons_self c' x).trans hc, by simpa using hcard, rfl⟩
  rw [Multiset.sum_cons] at hsum
  -- some spin orbital at or below `ε` is empty in the ion; fill it
  obtain ⟨r, hr⟩ := Multiset.le_iff_exists_add.1 hd
  have hb : ∃ y ∈ r, y ≤ ε := by
    by_contra! h
    have h2 : M + 1 ≤ ((spinOrbitals H).filter (· ≤ ε)).card := hε.2
    rw [hr, Multiset.filter_add,
      Multiset.filter_eq_nil.2 (fun y hy => not_le_of_gt (h y hy)), add_zero] at h2
    have h3 := Multiset.card_le_card (Multiset.filter_le (· ≤ ε) d)
    omega
  obtain ⟨y, hy, hyε⟩ := hb
  obtain ⟨r', rfl⟩ := Multiset.exists_cons_of_mem hy
  have hle : y ::ₘ d ≤ spinOrbitals H := by
    rw [hr, Multiset.add_cons, ← Multiset.cons_add]
    exact Multiset.le_add_right _ _
  have l2 : E₁ ≤ (y ::ₘ d).sum := hmin ⟨_, hle, by simp [dcard], rfl⟩
  rw [Multiset.sum_cons] at l2
  linarith

/-- Hopping acts on amplitudes that vanish just beyond both chain ends as `-t` times the
sum over the two neighbours. -/
theorem hop_apply (N : ℕ) (t : ℝ) (f : ℕ → ℝ) (h0 : f 0 = 0) (hN : f (N + 1) = 0)
    (i : Fin N) :
    (chainH N t *ᵥ fun j : Fin N => f ((j : ℕ) + 1)) i = -t * (f i + f ((i : ℕ) + 2)) := by
  obtain ⟨i, hi⟩ := i
  have h1 : ∑ j ∈ Finset.range N, (if i + 1 = j then -t * f (j + 1) else 0)
      = -t * f (i + 2) := by
    rw [Finset.sum_ite_eq]
    split_ifs with h
    · rfl
    · have h' : i + 2 = N + 1 := by
        rw [Finset.mem_range] at h
        omega
      rw [h', hN, mul_zero]
  have h2 : ∑ j ∈ Finset.range N, (if j + 1 = i then -t * f (j + 1) else 0)
      = -t * f i := by
    rcases i with _ | m
    · simp [h0]
    · have hm : m ∈ Finset.range N := Finset.mem_range.2 (by omega)
      rw [Finset.sum_eq_single_of_mem m hm]
      · simp
      · intro b _ hb
        exact if_neg (by omega)
  have h3 : (chainH N t *ᵥ fun j : Fin N => f ((j : ℕ) + 1)) ⟨i, hi⟩
      = ∑ j : Fin N, ((if i + 1 = (j : ℕ) then -t * f ((j : ℕ) + 1) else 0)
        + (if (j : ℕ) + 1 = i then -t * f ((j : ℕ) + 1) else 0)) := by
    simp only [Matrix.mulVec, dotProduct, chainH, Matrix.of_apply]
    refine Finset.sum_congr rfl fun j _ => ?_
    by_cases ha : i + 1 = (j : ℕ)
    · have hb : ¬ ((j : ℕ) + 1 = i) := by omega
      simp [ha, hb]
    · by_cases hb : (j : ℕ) + 1 = i <;> simp [ha, hb]
  rw [h3, Finset.sum_add_distrib,
    Fin.sum_univ_eq_sum_range (fun j => if i + 1 = j then -t * f (j + 1) else 0) N,
    Fin.sum_univ_eq_sum_range (fun j => if j + 1 = i then -t * f (j + 1) else 0) N, h1, h2]
  ring

/-- Each standing wave solves the eigenvalue equation of the chain with its level. -/
theorem chain_eigen (N : ℕ) (t : ℝ) (k : ℕ) :
    chainH N t *ᵥ orbital N k = level N t k • orbital N k := by
  funext i
  have hend : Real.sin (((N + 1 : ℕ) : ℝ) * angle N k) = 0 := by
    have h : ((N + 1 : ℕ) : ℝ) * angle N k = ((k + 1 : ℕ) : ℝ) * Real.pi := by
      have hn : (N : ℝ) + 1 ≠ 0 := by positivity
      unfold angle
      push_cast
      exact mul_div_cancel₀ _ hn
    rw [h, Real.sin_nat_mul_pi]
  refine (hop_apply N t (fun m => Real.sin ((m : ℝ) * angle N k)) (by simp) hend i).trans ?_
  simp only [Pi.smul_apply, smul_eq_mul, level, orbital]
  have a1 : ((i : ℕ) : ℝ) * angle N k
      = (((i : ℕ) + 1 : ℕ) : ℝ) * angle N k - angle N k := by push_cast; ring
  have a2 : (((i : ℕ) + 2 : ℕ) : ℝ) * angle N k
      = (((i : ℕ) + 1 : ℕ) : ℝ) * angle N k + angle N k := by push_cast; ring
  rw [a1, a2, Real.sin_sub, Real.sin_add]
  ring

lemma angle_pos (N k : ℕ) : 0 < angle N k := by
  unfold angle
  positivity

lemma angle_lt_pi {N k : ℕ} (hk : k < N) : angle N k < Real.pi := by
  have h : (k : ℝ) < N := by exact_mod_cast hk
  unfold angle
  rw [div_lt_iff₀ (by positivity)]
  nlinarith [Real.pi_pos]

lemma level_strictMono (N : ℕ) {t : ℝ} (ht : 0 < t) :
    StrictMonoOn (level N t) (Set.Iio N) := by
  intro k _ l hl hkl
  have h : angle N k < angle N l := by
    unfold angle
    gcongr
  have hc := Real.cos_lt_cos_of_nonneg_of_le_pi (angle_pos N k).le (angle_lt_pi hl).le h
  unfold level
  nlinarith

/-- For `t > 0` the spectrum of the chain consists of the `N` standing-wave levels, each
occurring once. -/
theorem chain_spectrum (N : ℕ) {t : ℝ} (ht : 0 < t) :
    (chainH N t).charpoly.roots = (Multiset.range N).map (level N t) := by
  symm
  apply Multiset.eq_of_le_of_card_le
  · have hnd : ((Multiset.range N).map (level N t)).Nodup :=
      Multiset.Nodup.map_on (fun x hx y hy h => (level_strictMono N ht).injOn
        (Multiset.mem_range.1 hx) (Multiset.mem_range.1 hy) h) (Multiset.nodup_range N)
    refine (Multiset.le_iff_subset hnd).2 fun x hx => ?_
    obtain ⟨k, hk, rfl⟩ := Multiset.mem_map.1 hx
    have hk' : k < N := Multiset.mem_range.1 hk
    rw [Polynomial.mem_roots (Matrix.charpoly_monic _).ne_zero, Polynomial.IsRoot.def,
      Matrix.eval_charpoly]
    refine Matrix.exists_mulVec_eq_zero_iff.1 ⟨orbital N k, fun h => ?_, ?_⟩
    · -- the amplitude on the first site is not zero
      have h1 := congrFun h ⟨0, by omega⟩
      have h2 := Real.sin_pos_of_pos_of_lt_pi (angle_pos N k) (angle_lt_pi hk')
      simp [orbital] at h1
      linarith
    · rw [Matrix.sub_mulVec, chain_eigen, Matrix.scalar_apply]
      funext i
      simp
  · have h := Polynomial.card_roots' (chainH N t).charpoly
    rw [Matrix.charpoly_natDegree_eq_dim, Fintype.card_fin] at h
    simpa using h

lemma highest_unique {n M : ℕ} {H : Matrix (Fin n) (Fin n) ℝ} {a b : ℝ}
    (ha : IsHighestOccupied H M a) (hb : IsHighestOccupied H M b) : a = b := by
  have key : ∀ x y : ℝ, IsHighestOccupied H M x → IsHighestOccupied H M y → ¬ x < y := by
    intro x y hx hy hxy
    have h := Multiset.card_le_card (Multiset.monotone_filter_right (spinOrbitals H)
      (p := (· ≤ x)) (q := (· < y)) (fun z hz => lt_of_le_of_lt hz hxy))
    exact absurd (hx.2.trans h) (not_le_of_gt hy.1)
  exact le_antisymm (not_lt.1 (key b a hb ha)) (not_lt.1 (key a b ha hb))

lemma level_highest {N : ℕ} {t : ℝ} (hN : 1 ≤ N) (ht : 0 < t) :
    IsHighestOccupied (chainH N t) N (level N t ((N - 1) / 2)) := by
  have hk : (N - 1) / 2 < N := by omega
  have hk2 : 2 * ((N - 1) / 2) < N ∧ N ≤ 2 * ((N - 1) / 2 + 1) := by omega
  generalize (N - 1) / 2 = k at hk hk2 ⊢
  have hm := level_strictMono N ht
  have f1 : (Finset.range N).filter (fun a => level N t a < level N t k)
      = Finset.range k := by
    ext a
    simp only [Finset.mem_filter, Finset.mem_range]
    constructor
    · rintro ⟨ha, h⟩
      by_contra hc
      exact absurd h (not_lt_of_ge (hm.monotoneOn hk ha (not_lt.1 hc)))
    · intro h
      exact ⟨h.trans hk, hm (h.trans hk) hk h⟩
  have f2 : (Finset.range N).filter (fun a => level N t a ≤ level N t k)
      = Finset.range (k + 1) := by
    ext a
    simp only [Finset.mem_filter, Finset.mem_range]
    constructor
    · rintro ⟨ha, h⟩
      by_contra hc
      have hka : k < a := by omega
      exact absurd h (not_le_of_gt (hm hk ha hka))
    · intro h
      have ha : a < N := by omega
      exact ⟨ha, hm.monotoneOn ha hk (by omega)⟩
  have c1 : ((chainH N t).charpoly.roots.filter (· < level N t k)).card = k := by
    rw [chain_spectrum N ht, Multiset.filter_map, Multiset.card_map]
    exact (congrArg Finset.card f1).trans (Finset.card_range k)
  have c2 : ((chainH N t).charpoly.roots.filter (· ≤ level N t k)).card = k + 1 := by
    rw [chain_spectrum N ht, Multiset.filter_map, Multiset.card_map]
    exact (congrArg Finset.card f2).trans (Finset.card_range (k + 1))
  unfold IsHighestOccupied spinOrbitals
  rw [Multiset.filter_add, Multiset.filter_add, Multiset.card_add, Multiset.card_add, c1, c2]
  omega

lemma level_half {N : ℕ} (t : ℝ) (hN : 1 ≤ N) : level N t ((N - 1) / 2)
    = if Odd N then 0 else -2 * t * Real.sin (Real.pi / (2 * ((N : ℝ) + 1))) := by
  split_ifs with h
  · obtain ⟨m, rfl⟩ := h
    have hm : (2 * m + 1 - 1) / 2 = m := by omega
    have ha : angle (2 * m + 1) m = Real.pi / 2 := by
      unfold angle
      push_cast
      rw [div_eq_div_iff (by positivity) (by norm_num)]
      ring
    rw [hm, level, ha, Real.cos_pi_div_two, mul_zero]
  · obtain ⟨m, hm⟩ := Nat.not_odd_iff_even.1 h
    obtain ⟨j, rfl⟩ : ∃ j, N = 2 * j + 2 := ⟨m - 1, by omega⟩
    have hj : (2 * j + 2 - 1) / 2 = j := by omega
    have ha : angle (2 * j + 2) j
        = Real.pi / 2 - Real.pi / (2 * (((2 * j + 2 : ℕ) : ℝ) + 1)) := by
      unfold angle
      push_cast
      rw [eq_sub_iff_add_eq, div_add_div _ _ (by positivity) (by positivity),
        div_eq_div_iff (by positivity) (by norm_num)]
      ring
    rw [hj, level, ha, Real.cos_pi_div_two_sub]

/-- With `N ≥ 1` electrons on `N` sites and `t > 0`, the highest occupied level is `0` for
odd `N` and `-2t sin(π/(2(N+1)))` for even `N`. -/
theorem highest_occupied_level {N : ℕ} {t ε : ℝ} (hN : 1 ≤ N) (ht : 0 < t) :
    IsHighestOccupied (chainH N t) N ε ↔
      ε = if Odd N then 0 else -2 * t * Real.sin (Real.pi / (2 * ((N : ℝ) + 1))) := by
  rw [← level_half t hN]
  constructor
  · intro h
    exact highest_unique h (level_highest hN ht)
  · rintro rfl
    exact level_highest hN ht

/-- For `t > 0`, along even chain lengths `N = 2m` with `N` electrons, `N` times the highest
occupied level tends to `-πt`. -/
theorem even_chain_limit {t : ℝ} (ht : 0 < t) (ε : ℕ → ℝ)
    (hε : ∀ m, 1 ≤ m → IsHighestOccupied (chainH (2 * m) t) (2 * m) (ε m)) :
    Tendsto (fun m : ℕ => ((2 * m : ℕ) : ℝ) * ε m) atTop (𝓝 (-(Real.pi * t))) := by
  let x : ℕ → ℝ := fun m => Real.pi / (2 * (((2 * m : ℕ) : ℝ) + 1))
  have hxpos : ∀ m, 0 < x m := fun m => by
    simp only [x]
    positivity
  have hx : Tendsto x atTop (𝓝 0) := by
    refine tendsto_const_nhds.div_atTop
      (tendsto_atTop_mono (fun m => ?_) (tendsto_natCast_atTop_atTop (R := ℝ)))
    have hm : (0 : ℝ) ≤ m := Nat.cast_nonneg m
    push_cast
    linarith
  have hx' : Tendsto x atTop (𝓝[≠] 0) :=
    tendsto_nhdsWithin_iff.2 ⟨hx, Eventually.of_forall fun m => (hxpos m).ne'⟩
  -- the slope of the sine at zero is one
  have hs := (hasDerivAt_iff_tendsto_slope_zero.1 (Real.hasDerivAt_sin 0)).comp hx'
  have hlim := ((tendsto_const_nhds (x := Real.pi / 2)).sub hx).mul hs
  have hlim2 := hlim.const_mul (-2 * t)
  have hval : -2 * t * ((Real.pi / 2 - 0) * Real.cos 0) = -(Real.pi * t) := by
    rw [Real.cos_zero]
    ring
  rw [hval] at hlim2
  refine hlim2.congr' ?_
  filter_upwards [eventually_ge_atTop 1] with m hm
  have he := (highest_occupied_level (by omega) ht).1 (hε m hm)
  rw [if_neg (Nat.not_odd_iff_even.2 (even_two_mul m))] at he
  have hxm : Real.pi / 2 - x m = ((2 * m : ℕ) : ℝ) * x m := by
    have hn : ((2 * m : ℕ) : ℝ) + 1 ≠ 0 := by positivity
    have h1 : x m * (2 * (((2 * m : ℕ) : ℝ) + 1)) = Real.pi :=
      div_mul_cancel₀ _ (mul_ne_zero two_ne_zero hn)
    linarith
  have hc : x m * (x m)⁻¹ = 1 := mul_inv_cancel₀ (hxpos m).ne'
  have he' : ε m = -2 * t * Real.sin (x m) := he
  simp only [Function.comp_apply, smul_eq_mul, zero_add, Real.sin_zero, sub_zero]
  rw [hxm, he']
  linear_combination (-2 * t * ((2 * m : ℕ) : ℝ) * Real.sin (x m)) * hc

/-- For `t > 0` and `N ≥ 1` electrons on `N` sites, the ionization energy is zero for odd `N`;
for even `N` it is positive and at most `πt/(N+1)`. -/
theorem ionization_parity {N : ℕ} {t E₀ E₁ : ℝ} (hN : 1 ≤ N) (ht : 0 < t)
    (h0 : IsGroundEnergy (chainH N t) (N - 1) E₀) (h1 : IsGroundEnergy (chainH N t) N E₁) :
    (Odd N → E₀ - E₁ = 0) ∧
      (Even N → 0 < E₀ - E₁ ∧ E₀ - E₁ ≤ Real.pi * t / ((N : ℝ) + 1)) := by
  have hh := (highest_occupied_level hN ht).2 rfl
  have hs : N - 1 + 1 = N := by omega
  have h := ionization_eq (M := N - 1) (by rw [hs]; exact hh) h0 (by rw [hs]; exact h1)
  constructor
  · intro ho
    rw [if_pos ho] at h
    linarith
  · intro he
    rw [if_neg (Nat.not_odd_iff_even.2 he)] at h
    have hn : (0 : ℝ) ≤ N := Nat.cast_nonneg N
    have hx : 0 < Real.pi / (2 * ((N : ℝ) + 1)) := by positivity
    have hxpi : Real.pi / (2 * ((N : ℝ) + 1)) < Real.pi :=
      div_lt_self Real.pi_pos (by linarith)
    have hsin := Real.sin_pos_of_pos_of_lt_pi hx hxpi
    have hle := mul_le_mul_of_nonneg_left (Real.sin_le hx.le) (by linarith : 0 ≤ 2 * t)
    have heq : 2 * t * (Real.pi / (2 * ((N : ℝ) + 1))) = Real.pi * t / ((N : ℝ) + 1) := by
      rw [← mul_div_assoc, div_eq_div_iff (by positivity) (by positivity)]
      ring
    have hp := mul_pos ht hsin
    constructor <;> linarith

end

end ChainWorkFunction
```

```lean
#print axioms ChainWorkFunction.exists_groundEnergy
#print axioms ChainWorkFunction.even_chain_limit
#print axioms ChainWorkFunction.ionization_parity
```

```
'ChainWorkFunction.exists_groundEnergy' depends on axioms: [propext, Classical.choice, Quot.sound]
'ChainWorkFunction.even_chain_limit' depends on axioms: [propext, Classical.choice, Quot.sound]
'ChainWorkFunction.ionization_parity' depends on axioms: [propext, Classical.choice, Quot.sound]
```

**From the sine waves to the theorems.** `hop_apply` reduces the matrix product to the two neighbours, using zero amplitude beyond the ends; `chain_eigen` then applies the sine addition formulas. `chain_spectrum` combines the strict ordering from `level_strictMono` with the fact that a polynomial of degree \(N\) has at most \(N\) roots.

`level_highest` counts \(k\) levels below the chosen one and \(k+1\) up to it, then doubles both counts. `highest_unique` excludes a second candidate, and `level_half` does the parity trigonometry. `ionization_eq` makes the two electron moves on multisets, for any real square matrix, and `linarith` joins the inequalities. The limit uses the derivative of the sine at zero.

**If \(t\) is negative.** Take \(N=2\), \(t=-1\). The levels are \(\pm1\) and both electrons sit at \(-1\), but the formula gives \(+1\). At \(t=0\) all levels coincide, so the strict ordering used in the proof is lost for \(N\ge2\); among the conclusions of the three main theorems, only the strict positivity for even \(N\) fails.

**In a tight-binding calculation.** You diagonalize the matrix once, sort the eigenvalues and read off number \(\lfloor(N-1)/2\rfloor\), counting from zero. Its negative is the ionization energy; the ion needs no second diagonalization, because in this non-interacting model the matrix does not depend on the filling. For \(t=1\), \(N=2,3,4\) give \(1\), \(0\) and about \(0.618\). Extrapolate the even chains separately: against \(1/(N+1)\) their values approach a line through the origin with slope \(\pi t\).
